# Two-point inverse-cube extrapolation over a fixed odd gap turns an alternating X⁻³ basis-set error into one of order X⁻²

The model takes the energy in the basis of cardinal number X to be exactly E + (A + B(−1)^X)/X³, with E, A and B real, so that the coefficient of the error alternates between even and odd X. The usual two-point inverse-cube formula is applied to X and X + k, where k is a fixed odd number. `tendsto_error_of_odd` states that X² times the modulus of the extrapolated energy's error tends to 2|B|/(3k) as X grows. The proof starts from the exact modulus of the error, 2|B|/((X + k)³ − X³). It shows that the difference of cubes divided by X² tends to 3k, and takes the limit of the quotient.

Lean 4 with Mathlib refuses this proof:

```lean
import Mathlib

open Filter Topology

namespace TendstoErrorOfOdd

noncomputable section

/-- Energy in the basis of cardinal number `X > 0`: the limit `E` plus an inverse-cube error
whose coefficient alternates between `A + B` (even `X`) and `A - B` (odd `X`). -/
def energy (E A B : ℝ) (X : ℕ) : ℝ := E + (A + B * (-1) ^ X) / (X : ℝ) ^ 3

/-- The inverse-cube two-point extrapolation of a sequence of energies `F` from the cardinal
numbers `X` and `Y`, for `X ≠ Y`. -/
def twoPoint (F : ℕ → ℝ) (X Y : ℕ) : ℝ :=
  ((Y : ℝ) ^ 3 * F Y - (X : ℝ) ^ 3 * F X) / ((Y : ℝ) ^ 3 - (X : ℝ) ^ 3)

/-- The denominator of the two-point formula on `X` and `X + k` is positive for `k > 0`. -/
theorem cube_gap_pos (X : ℕ) {k : ℕ} (hk : 0 < k) :
    0 < ((X : ℝ) + k) ^ 3 - (X : ℝ) ^ 3 := by
  have hk' : (0 : ℝ) < k := Nat.cast_pos.mpr hk
  have h : ((X : ℝ) + k) ^ 3 - (X : ℝ) ^ 3
      = 3 * (X : ℝ) ^ 2 * k + 3 * (X : ℝ) * (k : ℝ) ^ 2 + (k : ℝ) ^ 3 := by ring
  rw [h]
  positivity

/-- For `X > 0`, the raw basis-set error times `X ^ 3` is the alternating coefficient. -/
theorem raw_error_scaled (E A B : ℝ) {X : ℕ} (hX : 0 < X) :
    (X : ℝ) ^ 3 * (energy E A B X - E) = A + B * (-1) ^ X := by
  have hx : (X : ℝ) ^ 3 ≠ 0 := pow_ne_zero 3 (Nat.cast_ne_zero.mpr hX.ne')
  unfold energy
  rw [add_sub_cancel_left, mul_div_cancel₀ _ hx]

/-- The exact error of the two-point formula on `X` and `X + k`, for `X, k > 0`:
the smooth coefficient `A` cancels, and the alternating one enters through the parity of `k`. -/
theorem twoPoint_error (E A B : ℝ) {X k : ℕ} (hX : 0 < X) (hk : 0 < k) :
    twoPoint (energy E A B) X (X + k) - E
      = B * (-1) ^ X * ((-1) ^ k - 1) / (((X : ℝ) + k) ^ 3 - (X : ℝ) ^ 3) := by
  have hd := (cube_gap_pos X hk).ne'
  have h1 := raw_error_scaled E A B hX
  have h2 := raw_error_scaled E A B (Nat.add_pos_left hX k)
  rw [Nat.cast_add, pow_add (-1 : ℝ) X k] at h2
  unfold twoPoint
  rw [Nat.cast_add, sub_eq_iff_eq_add, div_eq_iff hd, add_mul, div_mul_cancel₀ _ hd]
  -- the difference of the two scaled raw errors
  linear_combination h2 - h1

/-- For `X > 0` and an odd gap `k`, the modulus of the extrapolation error is `2 |B|` divided by
the difference of the cubes. -/
theorem abs_error_of_odd (E A B : ℝ) {X k : ℕ} (hX : 0 < X) (ho : Odd k) :
    |twoPoint (energy E A B) X (X + k) - E|
      = 2 * |B| / (((X : ℝ) + k) ^ 3 - (X : ℝ) ^ 3) := by
  have h2 : |(-1 : ℝ) - 1| = 2 := by norm_num
  rw [twoPoint_error E A B hX ho.pos, ho.neg_one_pow, abs_div,
    abs_of_pos (cube_gap_pos X ho.pos), abs_mul, abs_mul, abs_neg_one_pow, h2, mul_one,
    mul_comm |B| 2]

/-- For a fixed odd gap `k`, the modulus of the extrapolation error times `X ^ 2` tends to
`2 |B| / (3 k)` as `X` grows. -/
theorem tendsto_error_of_odd (E A B : ℝ) {k : ℕ} (ho : Odd k) :
    Tendsto (fun X : ℕ => (X : ℝ) ^ 2 * |twoPoint (energy E A B) X (X + k) - E|)
      atTop (𝓝 (2 * |B| / (3 * k))) := by
  have hk : (0 : ℝ) < k := Nat.cast_pos.mpr ho.pos
  have h0 : Tendsto (fun X : ℕ => 1 / (X : ℝ)) atTop (𝓝 0) :=
    tendsto_one_div_atTop_nhds_zero_nat
  -- the difference of cubes divided by `X ^ 2`
  have hden : Tendsto (fun X : ℕ => 3 * (k : ℝ) + 3 * (k : ℝ) ^ 2 * (1 / (X : ℝ))
      + (k : ℝ) ^ 3 * (1 / (X : ℝ)) ^ 2) atTop (𝓝 (3 * k)) := by
    have h := ((h0.const_mul (3 * (k : ℝ) ^ 2)).const_add (3 * (k : ℝ))).add
      ((h0.pow 2).const_mul ((k : ℝ) ^ 3))
    simpa using h
  have hlim : Tendsto (fun X : ℕ => 2 * |B| / (3 * (k : ℝ) + 3 * (k : ℝ) ^ 2 * (1 / (X : ℝ))
      + (k : ℝ) ^ 3 * (1 / (X : ℝ)) ^ 2)) atTop (𝓝 (2 * |B| / (3 * k))) :=
    tendsto_const_nhds.div hden (by positivity)
  refine hlim.congr' ?_
  filter_upwards [eventually_gt_atTop 0] with X hX
  have hx : (X : ℝ) ≠ 0 := Nat.cast_ne_zero.mpr hX.ne'
  have key : ∀ u : ℝ, (X : ℝ) * u = 1 → ((X : ℝ) + k) ^ 3 - (X : ℝ) ^ 3
      = (X : ℝ) ^ 2 * (3 * (k : ℝ) + 3 * (k : ℝ) ^ 2 * u + (k : ℝ) ^ 3 * u ^ 2) := by
    intro u hu
    linear_combination (-(3 * (k : ℝ) ^ 2 * X + (k : ℝ) ^ 3 * (1 + X * u))) * hu
  have hq : 3 * (k : ℝ) + 3 * (k : ℝ) ^ 2 * (1 / (X : ℝ))
      + (k : ℝ) ^ 3 * (1 / (X : ℝ)) ^ 2 ≠ 0 := by positivity
  rw [abs_error_of_odd E A B hX ho, key _ (mul_one_div_cancel hx)]
  generalize 3 * (k : ℝ) + 3 * (k : ℝ) ^ 2 * (1 / (X : ℝ))
      + (k : ℝ) ^ 3 * (1 / (X : ℝ)) ^ 2 = q at hq ⊢
  field_simp

end

end TendstoErrorOfOdd
```

Compiling this gives:

```
Main.lean:67:36: error(lean.synthInstanceFailed): failed to synthesize instance of type class
  HAdd ℝ ℝ ℕ

Hint: Type class instance resolution failures can be inspected with the `set_option trace.Meta.synthInstance true` command.
Main.lean:71:4: error: Type mismatch: After simplification, term
  h
 has type
  Tendsto (fun x => 3 * ↑k + 3 * ↑k ^ 2 * (↑x)⁻¹ + ↑k ^ 3 * (↑x ^ 2)⁻¹) atTop (𝓝 (3 * ↑k))
but is expected to have type
  ∃ a, ∀ (b : ℕ), a ≤ b → 3 * ↑k + 3 * ↑k ^ 2 * (↑b)⁻¹ + ↑k ^ 3 * (↑b ^ 2)⁻¹ = 3 * k
Main.lean:74:27: error(lean.unknownIdentifier): Unknown identifier `hden`
Main.lean:75:2: error: Type mismatch
  Tendsto.congr' ?m.505 hlim
has type
  Tendsto ?m.502 atTop (𝓝 (2 * |B| / (3 * ↑k)))
of sort `Prop` but is expected to have type
  ℕ → HAdd ℝ ℝ ℕ
of sort `Type`
```

Cause. The limit in `hden` was written `𝓝 (3 * k)`. Nothing inside those brackets is real, and `k` is a natural number, so Lean read the limit as a natural number too. `Tendsto` needs the function's values and the limit to be of one type, so the sum of real terms was expected to be in `ℕ`; hence the call for `HAdd ℝ ℝ ℕ`, an addition of two reals with a natural number as result, which Lean could not find.

The other messages follow from this. `simpa` had a proof of the real limit, but the goal was about a limit in `ℕ`, which simplification turned into eventual equality with `3 * k`. The missing instance was also left as a goal of its own, and the next steps ran on that goal: `hden` is unknown there, and `refine` finds `ℕ → HAdd ℝ ℝ ℕ` where it should find the limit to be proved.

Writing `(k : ℝ)` makes the limit real, so no such instance is needed and all four errors go. In `hlim` the plain `k` does no harm, because the real `|B|` in the same expression makes Lean cast it.

This version goes through:

```diff
@@ -66,5 +66,5 @@
   -- the difference of cubes divided by `X ^ 2`
   have hden : Tendsto (fun X : ℕ => 3 * (k : ℝ) + 3 * (k : ℝ) ^ 2 * (1 / (X : ℝ))
-      + (k : ℝ) ^ 3 * (1 / (X : ℝ)) ^ 2) atTop (𝓝 (3 * k)) := by
+      + (k : ℝ) ^ 3 * (1 / (X : ℝ)) ^ 2) atTop (𝓝 (3 * (k : ℝ))) := by
     have h := ((h0.const_mul (3 * (k : ℝ) ^ 2)).const_add (3 * (k : ℝ))).add
       ((h0.pow 2).const_mul ((k : ℝ) ^ 3))
```
